# Quasi-chemical pair statistics are exact for the infinite Ising chain

Take a chain of spins $\pm1$ in zero field, with weight $e^{K}$ for each like neighbour pair and $e^{-K}$ for each unlike pair. Arranged as a $2\times2$ matrix, these weights have equal row sums $2\cosh K$, so $(1,1)/\sqrt2$ is an eigenvector with that eigenvalue. Divide every weight by $4\cosh K$. Each row now sums to $1/2$, which is the probability of one spin value and also the square of an eigenvector component. In a field the row sums differ, and the eigenvector supplies the missing correction.

## The chain, its eigenvector and the closed ring

Let $K$ be the coupling and $h$ the field, both real and both divided by $k_BT$. Positive $K$ favours like neighbours. For a binary alloy, the two spin values are the two species, and $h$ is set by their chemical potential difference together with the difference between the two like-pair energies. The transfer matrix is

$$T(s,t)=\exp\!\big(Kst+h(s+t)/2\big),$$

where each site shares its field term equally between its two bonds. In Lean, sites take values in `Bool`, with `true` for $+1$ and `false` for $-1$.

```lean
import Mathlib

open Filter Topology

namespace IsingChainPairExactness

noncomputable section

/-- The spin value `+1` or `-1` of a site. -/
def spin : Bool → ℝ
  | true => 1
  | false => -1

/-- The transfer matrix of the chain with reduced coupling `K` and reduced field `h`. -/
def transfer (K h : ℝ) : Matrix Bool Bool ℝ :=
  Matrix.of fun s t => Real.exp (K * spin s * spin t + h * (spin s + spin t) / 2)
```

The hypothesis `IsPerron K h L v` says that $v$ has positive components, that $v_+^2+v_-^2=1$, and that $Tv=Lv$. From such a pair we form

$$P(s,t)=\frac{v_s\,T(s,t)\,v_t}{L}.$$

```lean
/-- `v` is a positive unit eigenvector of the transfer matrix with eigenvalue `L`. -/
structure IsPerron (K h L : ℝ) (v : Bool → ℝ) : Prop where
  pos : ∀ s, 0 < v s
  unit : ∑ s, v s ^ 2 = 1
  eigen : ∀ s, ∑ t, transfer K h s t * v t = L * v s

/-- The nearest-neighbour pair distribution built from the eigenvector `v`. -/
def pairProb (K h L : ℝ) (v : Bool → ℝ) (s t : Bool) : ℝ :=
  v s * transfer K h s t * v t / L
```

On a closed ring of $n+1$ sites, fix two neighbours $s,t$ and sum over the other spins. The remaining $n$ bonds lead from $t$ back to $s$, which gives

$$P_n(s,t)=\frac{T(s,t)\,(T^n)(t,s)}{\operatorname{tr}T^{n+1}}.$$

For $n=0$ this is one site bonded to itself, and for $n=1$ two sites joined by two bonds. The file takes this formula as the definition `ringProb`; the sum over configurations behind it is the argument just given.

```lean
/-- The pair probability of two neighbours on a closed ring of `n + 1` sites,
in transfer-matrix form. -/
def ringProb (K h : ℝ) (n : ℕ) (s t : Bool) : ℝ :=
  transfer K h s t * (transfer K h ^ n) t s / Matrix.trace (transfer K h ^ (n + 1))
```

## (a) The four bond weights

**Task.** Show that $T(+,+)=e^{K+h}$, $T(+,-)=T(-,+)=e^{-K}$ and $T(-,-)=e^{K-h}$.

**Solution.** For like spins $st=1$ and $(s+t)/2=\pm1$. For unlike spins $st=-1$ and $s+t=0$. Lean inserts the spin values and compares the exponents.

```lean
/-- The four Boltzmann factors of a bond. -/
theorem transfer_entries (K h : ℝ) :
    transfer K h true true = Real.exp (K + h) ∧ transfer K h true false = Real.exp (-K) ∧
    transfer K h false true = Real.exp (-K) ∧ transfer K h false false = Real.exp (K - h) := by
  refine ⟨?_, ?_, ?_, ?_⟩ <;> simp only [transfer, Matrix.of_apply, spin] <;> congr 1 <;> ring
```

## (b) Positivity of the weights

**Task.** Show that $T(s,t)>0$ for all $s,t$.

**Solution.** Each entry is the exponential of a real number.

```lean
/-- Every Boltzmann factor is positive. -/
theorem transfer_pos (K h : ℝ) (s t : Bool) : 0 < transfer K h s t := by
  simp only [transfer, Matrix.of_apply]
  exact Real.exp_pos _
```

## (c) Exchange of the two neighbours

**Task.** Show that $T(s,t)=T(t,s)$.

**Solution.** Both $st$ and $s+t$ are unchanged when $s$ and $t$ are swapped.

```lean
/-- The transfer matrix is symmetric. -/
theorem transfer_symm (K h : ℝ) (s t : Bool) : transfer K h s t = transfer K h t s := by
  simp only [transfer, Matrix.of_apply]
  congr 1
  ring
```

## (d) The sign of the eigenvalue

**Task.** From `IsPerron`, deduce $L>0$.

**Solution.** The first row of the eigenvalue equation reads

$$Lv_+=T(+,+)v_++T(+,-)v_-.$$

The right side is positive and so is $v_+$, hence $L>0$. The Lean proof establishes the positive sum, rewrites it as $Lv_+$ and removes the positive factor.

```lean
variable {K h L : ℝ} {v : Bool → ℝ}

/-- The eigenvalue belonging to a positive eigenvector is positive. -/
theorem IsPerron.value_pos (hv : IsPerron K h L v) : 0 < L := by
  have e : 0 < ∑ t, transfer K h true t * v t :=
    Finset.sum_pos (fun t _ => mul_pos (transfer_pos K h true t) (hv.pos t))
      Finset.univ_nonempty
  rw [hv.eigen true] at e
  exact (mul_pos_iff_of_pos_right (hv.pos true)).1 e
```

## (e) Marginals and the quasi-chemical relation

**Task.** Show that $P$ is positive and sums to 1, that

$$\sum_tP(s,t)=v_s^2,\qquad \sum_sP(s,t)=v_t^2,$$

and that

$$P(+,+)\,P(-,-)=e^{4K}P(+,-)^2.$$

**Solution.** Positivity follows from (b) and (d). The eigenvalue equation gives

$$\sum_tP(s,t)=\frac{v_s}{L}\sum_tT(s,t)v_t=\frac{v_s}{L}\,Lv_s=v_s^2.$$

By (c), $P$ is symmetric, so the other marginal has the same form. Summing $v_s^2$ over $s$ gives 1. For the last relation, (a) yields

$$P(+,+)P(-,-)=\frac{v_+^2v_-^2}{L^2}e^{2K},\qquad P(+,-)^2=\frac{v_+^2v_-^2}{L^2}e^{-2K}.$$

The field has cancelled between the two like pairs, and the eigenvector components are common to both sides. The exponent $4K$ is the amount by which the reduced energy of the chain falls when two unlike pairs are replaced by one pair of each like kind; for negative $K$ the energy rises.

In Lean, `row` is the first marginal, `symm` carries it over to the second, and `hE` is the identity between exponentials. The final step multiplies `hE` by $(v_+v_-/L)^2$.

```lean
/-- The pair distribution is positive and normalised, has site marginals `v s ^ 2`,
and obeys the quasi-chemical relation with factor `exp (4 K)`. -/
theorem pair_distribution_quasi_chemical (hv : IsPerron K h L v) :
    (∀ s t, 0 < pairProb K h L v s t) ∧
    ∑ s, ∑ t, pairProb K h L v s t = 1 ∧
    (∀ s, ∑ t, pairProb K h L v s t = v s ^ 2) ∧
    (∀ t, ∑ s, pairProb K h L v s t = v t ^ 2) ∧
    pairProb K h L v true true * pairProb K h L v false false
      = Real.exp (4 * K) * pairProb K h L v true false ^ 2 := by
  have hL := hv.value_pos
  have hL0 : L ≠ 0 := hL.ne'
  -- summing over one neighbour uses the eigenvalue equation
  have row : ∀ s, ∑ t, pairProb K h L v s t = v s ^ 2 := by
    intro s
    have e : ∑ t, pairProb K h L v s t = v s * (∑ t, transfer K h s t * v t) / L := by
      simp only [Fintype.sum_bool, pairProb]
      ring
    rw [e, hv.eigen s]
    field_simp
  have symm : ∀ s t, pairProb K h L v s t = pairProb K h L v t s := by
    intro s t
    unfold pairProb
    rw [transfer_symm K h s t]
    ring
  refine ⟨fun s t => ?_, ?_, row, fun t => ?_, ?_⟩
  · exact div_pos (mul_pos (mul_pos (hv.pos s) (transfer_pos K h s t)) (hv.pos t)) hL
  · rw [Finset.sum_congr rfl (fun s _ => row s)]
    exact hv.unit
  · rw [Finset.sum_congr rfl (fun s _ => symm s t)]
    exact row t
  · -- the field cancels between the two like pairs
    obtain ⟨h1, h2, _, h4⟩ := transfer_entries K h
    have hE : Real.exp (K + h) * Real.exp (K - h)
        = Real.exp (4 * K) * Real.exp (-K) ^ 2 := by
      rw [← Real.exp_add, sq, ← Real.exp_add, ← Real.exp_add]
      congr 1
      ring
    simp only [pairProb, h1, h2, h4]
    linear_combination (v true * v false / L) ^ 2 * hE
```

## (f) An eigenpair for every coupling and field

**Task.** Put $R=\sqrt{e^{2K}\sinh^2h+e^{-2K}}$ and

$$L_0=e^K\cosh h+R,\qquad u_+=e^{-K},\qquad u_-=L_0-e^{K+h}.$$

Show that $u/\lVert u\rVert$ is a positive unit eigenvector of $T$ with eigenvalue $L_0$.

**Solution.** Since $e^{K+h}=e^K(\cosh h+\sinh h)$, we have $u_-=R-e^K\sinh h$. This is positive because $R^2$ exceeds $e^{2K}\sinh^2h$. The first row of $Tu$ is

$$e^{K+h}e^{-K}+e^{-K}(L_0-e^{K+h})=L_0e^{-K}=L_0u_+.$$

The second row, $e^{-2K}+e^{K-h}u_-=L_0u_-$, is equivalent to

$$(L_0-e^{K+h})(L_0-e^{K-h})=e^{-2K}.$$

The factors are $R-e^K\sinh h$ and $R+e^K\sinh h$, with product $R^2-e^{2K}\sinh^2h=e^{-2K}$. Dividing $u$ by its norm preserves the eigenvalue equation.

The assumption `IsPerron` can therefore be met for all real $K$ and $h$. In the code, `upos` and `eig` treat the unnormalised vector $u$, and the last lines pass to unit length.

```lean
/-- The closed expression for the larger eigenvalue of the transfer matrix. -/
def perronValue (K h : ℝ) : ℝ :=
  Real.exp K * Real.cosh h + √(Real.exp K ^ 2 * Real.sinh h ^ 2 + Real.exp (-K) ^ 2)

/-- An eigenvector for `perronValue`, before normalisation. -/
def perronRaw (K h : ℝ) : Bool → ℝ
  | true => Real.exp (-K)
  | false => perronValue K h - Real.exp (K + h)

/-- The vector `perronRaw` scaled to unit length. -/
def perronVector (K h : ℝ) (s : Bool) : ℝ :=
  perronRaw K h s / √(∑ t, perronRaw K h t ^ 2)

/-- For every coupling and field, `perronVector` is a positive unit eigenvector
with eigenvalue `perronValue`. -/
theorem isPerron_witness (K h : ℝ) : IsPerron K h (perronValue K h) (perronVector K h) := by
  obtain ⟨h1, h2, h3, h4⟩ := transfer_entries K h
  have hb := pow_pos (Real.exp_pos (-K)) 2
  have hR := Real.sq_sqrt
    (show 0 ≤ Real.exp K ^ 2 * Real.sinh h ^ 2 + Real.exp (-K) ^ 2 by positivity)
  have hx : Real.exp K * Real.sinh h
      < √(Real.exp K ^ 2 * Real.sinh h ^ 2 + Real.exp (-K) ^ 2) :=
    Real.lt_sqrt_of_sq_lt (by rw [mul_pow]; linarith)
  have ha : Real.exp (K + h) = Real.exp K * (Real.cosh h + Real.sinh h) := by
    rw [Real.exp_add, Real.cosh_add_sinh]
  have hd : Real.exp (K - h) = Real.exp K * (Real.cosh h - Real.sinh h) := by
    rw [Real.cosh_sub_sinh, ← Real.exp_add, sub_eq_add_neg]
  have upos : ∀ s, 0 < perronRaw K h s := by
    intro s
    cases s
    · simp only [perronRaw, perronValue, ha]
      linarith
    · exact Real.exp_pos _
  have eig : ∀ s, ∑ t, transfer K h s t * perronRaw K h t
      = perronValue K h * perronRaw K h s := by
    intro s
    cases s
    · simp only [Fintype.sum_bool, h3, h4, perronRaw, perronValue, ha, hd]
      linear_combination (-1 : ℝ) * hR
    · simp only [Fintype.sum_bool, h1, h2, perronRaw]
      ring
  have hS : 0 < ∑ t, perronRaw K h t ^ 2 :=
    Finset.sum_pos (fun t _ => pow_pos (upos t) 2) Finset.univ_nonempty
  refine ⟨fun s => div_pos (upos s) (Real.sqrt_pos.2 hS), ?_, fun s => ?_⟩
  · simp only [perronVector, div_pow, Real.sq_sqrt hS.le]
    rw [← Finset.sum_div]
    exact div_self hS.ne'
  · simp only [perronVector]
    rw [← mul_div_assoc, ← eig s, Finset.sum_div]
    exact Finset.sum_congr rfl (fun t _ => by ring)
```

## (g) Two orthogonal modes

**Task.** Return to any $L,v$ satisfying `IsPerron`. Let $w_+=-v_-$, $w_-=v_+$ and $\mu=T(+,+)+T(-,-)-L$. Show that

$$T(s,t)=L\,v_sv_t+\mu\,w_sw_t.$$

**Solution.** The vector $w$ is $v$ turned by a right angle, so it has unit length and is orthogonal to $v$. Symmetry gives $v\cdot Tw=Tv\cdot w=L\,v\cdot w=0$, hence $Tw$ is a multiple of $w$. The trace fixes the factor as $\mu$. Both sides of the claim act identically on the basis $v,w$, so they are equal.

Lean verifies the four entries separately, each as a linear combination of the two eigenvalue equations and the normalisation.

```lean
/-- The vector obtained from `v` by a quarter turn. -/
def secondMode (v : Bool → ℝ) : Bool → ℝ
  | true => -v false
  | false => v true

/-- The trace of the transfer matrix minus `L`. -/
def secondValue (K h L : ℝ) : ℝ := transfer K h true true + transfer K h false false - L

/-- The transfer matrix is the sum of its two orthogonal modes. -/
theorem transfer_spectral (hv : IsPerron K h L v) (s t : Bool) :
    transfer K h s t
      = L * v s * v t + secondValue K h L * secondMode v s * secondMode v t := by
  have e1 := hv.eigen true
  have e2 := hv.eigen false
  have e3 := hv.unit
  have hs := transfer_symm K h false true
  simp only [Fintype.sum_bool] at e1 e2 e3
  rw [hs] at e2
  cases s <;> cases t <;> simp only [secondMode, secondValue]
  · linear_combination v false * e2 - v true * e1 - transfer K h false false * e3
  · rw [hs]
    linear_combination v false * e1 + v true * e2 - transfer K h true false * e3
  · linear_combination v false * e1 + v true * e2 - transfer K h true false * e3
  · linear_combination v true * e1 - v false * e2 - transfer K h true true * e3
```

## (h) Powers of the transfer matrix

**Task.** Show for every $n\ge0$ that

$$(T^n)(s,t)=L^n\,v_sv_t+\mu^n\,w_sw_t.$$

**Solution.** Use induction. For $n=0$ the right side is $v_sv_t+w_sw_t$, which is 1 for $s=t$ and 0 otherwise. Here $\mu^0=1$ even if $\mu=0$, as happens at $K=0$. For the step, multiply by $T$ in the form (g): the cross terms vanish because $v\cdot w=0$, and the others gain one factor $L$ or $\mu$ because both vectors have unit length. The `linear_combination` in the `succ` case performs this contraction using the normalisation `e3`.

```lean
/-- In the powers of the transfer matrix each mode carries the power of its eigenvalue. -/
theorem transfer_pow (hv : IsPerron K h L v) (n : ℕ) (s t : Bool) :
    (transfer K h ^ n) s t
      = L ^ n * v s * v t + secondValue K h L ^ n * secondMode v s * secondMode v t := by
  have e3 := hv.unit
  simp only [Fintype.sum_bool] at e3
  induction n generalizing s t with
  | zero =>
    cases s <;> cases t <;> simp [secondMode] <;> linarith
  | succ n ih =>
    rw [pow_succ, Matrix.mul_apply, Fintype.sum_bool, ih, ih,
      transfer_spectral hv true t, transfer_spectral hv false t]
    simp only [show secondMode v true = -v false from rfl,
      show secondMode v false = v true from rfl]
    linear_combination (L ^ (n + 1) * v s * v t
      + secondValue K h L ^ (n + 1) * secondMode v s * secondMode v t) * e3
```

## (i) The gap between the eigenvalues

**Task.** Show that $|\mu|<L$.

**Solution.** The unlike entry of (g) reads $(L-\mu)v_+v_-=T(+,-)>0$, so $\mu<L$. By definition $L+\mu=T(+,+)+T(-,-)>0$, so $\mu>-L$. These are `h1` and `h2` in the proof.

```lean
/-- The second eigenvalue is strictly smaller in magnitude than `L`. -/
theorem abs_secondValue_lt (hv : IsPerron K h L v) : |secondValue K h L| < L := by
  have hb := transfer_spectral hv true false
  simp only [secondMode] at hb
  have hm : 0 < (L - secondValue K h L) * (v true * v false) := by
    have e : (L - secondValue K h L) * (v true * v false) = transfer K h true false := by
      linear_combination -hb
    rw [e]
    exact transfer_pos K h true false
  have h1 := (mul_pos_iff_of_pos_right (mul_pos (hv.pos true) (hv.pos false))).1 hm
  have h2 : 0 < secondValue K h L + L := by
    unfold secondValue
    linarith [transfer_pos K h true true, transfer_pos K h false false]
  exact abs_lt.2 ⟨by linarith, by linarith⟩
```

## (j) The limit of large rings

**Task.** Show for all $s,t$ that

$$\lim_{n\to\infty}P_n(s,t)=P(s,t).$$

**Solution.** Put $r=\mu/L$, so $|r|<1$ by (i). From (h), $\operatorname{tr}T^{n+1}=L^{n+1}(1+r^{n+1})$. Cancelling $L^n$ gives

$$P_n(s,t)=T(s,t)\,\frac{v_tv_s+r^n\,w_tw_s}{L\,(1+r^{n+1})}.$$

As $r^n\to0$, the right side tends to $T(s,t)v_tv_s/L=P(s,t)$. In Lean, `key` is this formula for finite $n$ and `hlim` takes the limit.

Together with (e), this makes the quasi-chemical treatment of pairs, an approximation in general alloy theory, exact for a two-species chain with nearest-neighbour coupling in the limit of large closed rings. The theorems concern a single bond; they do not treat longer-range interactions, higher-dimensional lattices or correlations between distant sites.

```lean
/-- As the closed ring grows, its nearest-neighbour pair probabilities converge
to `pairProb`. -/
theorem ringProb_tendsto_pairProb (hv : IsPerron K h L v) (s t : Bool) :
    Tendsto (fun n => ringProb K h n s t) atTop (𝓝 (pairProb K h L v s t)) := by
  have hL := hv.value_pos
  have e3 := hv.unit
  simp only [Fintype.sum_bool] at e3
  obtain ⟨r, hr⟩ : ∃ r, r = secondValue K h L / L := ⟨_, rfl⟩
  have hμ : secondValue K h L = r * L := by
    rw [hr, div_mul_cancel₀ _ hL.ne']
  have hr1 : |r| < 1 := by
    rw [hr, abs_div, abs_of_pos hL, div_lt_one hL]
    exact abs_secondValue_lt hv
  have h0 := tendsto_pow_atTop_nhds_zero_of_abs_lt_one hr1
  -- divide numerator and denominator by the leading power of L
  have key : ∀ n, ringProb K h n s t = transfer K h s t
      * (v t * v s + r ^ n * (secondMode v t * secondMode v s)) / (L * (1 + r ^ n * r)) := by
    intro n
    have htr : Matrix.trace (transfer K h ^ (n + 1)) = L ^ n * (L * (1 + r ^ n * r)) := by
      simp only [Matrix.trace, Matrix.diag_apply, Fintype.sum_bool, transfer_pow hv,
        secondMode, hμ, mul_pow]
      linear_combination (L ^ (n + 1) + r ^ (n + 1) * L ^ (n + 1)) * e3
    rw [ringProb, htr, transfer_pow hv, hμ, mul_pow,
      ← mul_div_mul_left _ (L * (1 + r ^ n * r)) (pow_ne_zero n hL.ne')]
    congr 1
    ring
  have hlim := (((h0.mul_const (secondMode v t * secondMode v s)).const_add
    (v t * v s)).const_mul (transfer K h s t)).div
    (((h0.mul_const r).const_add 1).const_mul L) (by simpa using hL.ne')
  have hval : pairProb K h L v s t = transfer K h s t
      * (v t * v s + 0 * (secondMode v t * secondMode v s)) / (L * (1 + 0 * r)) := by
    simp only [pairProb, zero_mul, add_zero, mul_one]
    ring
  rw [hval]
  exact hlim.congr (fun n => (key n).symm)

end

end IsingChainPairExactness
```

```lean
#print axioms IsingChainPairExactness.pair_distribution_quasi_chemical
-- 'IsingChainPairExactness.pair_distribution_quasi_chemical' depends on axioms: [propext, Classical.choice, Quot.sound]
#print axioms IsingChainPairExactness.ringProb_tendsto_pairProb
-- 'IsingChainPairExactness.ringProb_tendsto_pairProb' depends on axioms: [propext, Classical.choice, Quot.sound]
```
